# Convergence of the scalar Halley iteration to 1 from every positive start

The theorem `tendsto_one` says that repeated application of the map x ↦ x(3 + x²)/(1 + 3x²) to any real number x > 0 gives a sequence that converges to 1. It is a statement about one real number in exact arithmetic; no matrix, Hamiltonian or quantum state appears in it. The proof follows the ratio (1 − x)/(1 + x), which has absolute value below 1 for positive x and is raised to the power 3ⁿ after n steps. This power tends to 0, and the iterate is recovered from it as (1 − c)/(1 + c), where c is the ratio after n steps.

The first attempt, which Lean rejects:

```lean
import Mathlib

open Filter Topology Matrix

namespace TendstoOne

noncomputable section

/-- The scalar Halley map `x (3 + x²) / (1 + 3 x²)`. -/
def halley (x : ℝ) : ℝ := x * (3 + x ^ 2) / (1 + 3 * x ^ 2)

/-- The distance to the fixed point 1 is cubed in each step, up to the factor
`1 / (1 + 3 x²)`. -/
theorem one_sub_halley (x : ℝ) :
    1 - halley x = (1 - x) ^ 3 / (1 + 3 * x ^ 2) := by
  have hd : 1 + 3 * x ^ 2 ≠ 0 := by positivity
  rw [eq_div_iff hd, halley, sub_mul, div_mul_cancel₀ _ hd]
  ring

/-- Iterates that start at a positive number stay positive. -/
theorem iterate_pos {x : ℝ} (hx : 0 < x) (n : ℕ) : 0 < halley^[n] x := by
  induction n with
  | zero => exact hx
  | succ n ih =>
    rw [Function.iterate_succ_apply']
    unfold halley at ih ⊢
    positivity

/-- Closed form of the iteration for a real start other than -1: no iterate equals -1, and
after `n` steps the ratio `(1 - x) / (1 + x)` has been raised to the power `3 ^ n`. -/
theorem iterate_closed_form {x : ℝ} (hx : x ≠ -1) (n : ℕ) :
    halley^[n] x ≠ -1 ∧
      (1 - halley^[n] x) / (1 + halley^[n] x) = ((1 - x) / (1 + x)) ^ (3 ^ n) := by
  induction n with
  | zero => exact ⟨hx, by simp⟩
  | succ n ih =>
    rw [Function.iterate_succ_apply', pow_succ (3 : ℕ) n, pow_mul, ← ih.2]
    have hy := ih.1
    generalize halley^[n] x = y at hy ⊢
    have hd : 1 + 3 * y ^ 2 ≠ 0 := by positivity
    have hplus : 1 + halley y = (1 + y) ^ 3 / (1 + 3 * y ^ 2) := by
      rw [eq_div_iff hd, halley, add_mul, div_mul_cancel₀ _ hd]
      ring
    refine ⟨fun h => ?_, ?_⟩
    · have hy1 : 1 + y ≠ 0 := fun h0 => hy (by linarith)
      exact div_ne_zero (pow_ne_zero 3 hy1) hd (by rw [← hplus]; linarith)
    · rw [one_sub_halley, hplus, div_pow, div_div_div_cancel_right₀ hd]

/-- From every positive start the Halley iterates converge to 1. -/
theorem tendsto_one {x : ℝ} (hx : 0 < x) :
    Tendsto (fun n => halley^[n] x) atTop (𝓝 1) := by
  have hr : |(1 - x) / (1 + x)| < 1 := by
    have hp : 0 < 1 + x := by linarith
    rw [abs_div, abs_of_pos hp, div_lt_one hp, abs_lt]
    constructor <;> linarith
  have hc : Tendsto (fun n : ℕ => ((1 - x) / (1 + x)) ^ (3 ^ n)) atTop (𝓝 0) :=
    (tendsto_pow_atTop_nhds_zero_of_abs_lt_one hr).comp
      (Nat.tendsto_pow_atTop_atTop_of_one_lt (by norm_num))
  have hl := (hc.const_sub 1).div (hc.const_add 1) (by norm_num)
  have e : ((1 : ℝ) - 0) / (1 + 0) = 1 := by norm_num
  rw [e] at hl
  refine hl.congr fun n => ?_
  -- recover the iterate from its ratio `c = (1 - y) / (1 + y)`
  have hy : 1 + halley^[n] x ≠ 0 := by
    have := iterate_pos hx n
    positivity
  have h := (div_eq_iff hy).1 (iterate_closed_form hx n)
  change (1 - ((1 - x) / (1 + x)) ^ (3 ^ n)) / (1 + ((1 - x) / (1 + x)) ^ (3 ^ n)) = _
  generalize ((1 - x) / (1 + x)) ^ (3 ^ n) = c at h ⊢
  generalize halley^[n] x = y at h ⊢
  have hne : 1 + c ≠ 0 := by
    intro h0
    have h2 : (1 + c) * (1 + y) = 2 := by linear_combination -h
    rw [h0] at h2
    norm_num at h2
  rw [div_eq_iff hne]
  linear_combination h

end

end TendstoOne
```

The error:

```
Main.lean:58:7: error(lean.unknownIdentifier): Unknown constant `Nat.tendsto_pow_atTop_atTop_of_one_lt`
Main.lean:67:51: error: Application type mismatch: The argument
  hx
has type
  0 < x
but is expected to have type
  ?m.283 ≠ -1
in the application
  iterate_closed_form hx
Main.lean:51:51: error: unsolved goals
x : ℝ
hx : 0 < x
hr : |(1 - x) / (1 + x)| < 1
hc : Tendsto (fun n => ((1 - x) / (1 + x)) ^ 3 ^ n) atTop (𝓝 0)
hl : Tendsto ((fun x_1 => 1 - ((1 - x) / (1 + x)) ^ 3 ^ x_1) / fun x_1 => 1 + ((1 - x) / (1 + x)) ^ 3 ^ x_1) atTop (𝓝 1)
e : (1 - 0) / (1 + 0) = 1
n : ℕ
hy : 1 + halley^[n] x ≠ 0
⊢ ((fun x_1 => 1 - ((1 - x) / (1 + x)) ^ 3 ^ x_1) / fun x_1 => 1 + ((1 - x) / (1 + x)) ^ 3 ^ x_1) n = halley^[n] x
```

Diagnosis. The first message says that no constant named `Nat.tendsto_pow_atTop_atTop_of_one_lt` exists. The repair uses `tendsto_pow_atTop_atTop_of_one_lt`, without the `Nat` prefix, and sets its base `r` to the natural number 3. This supplies the fact that 3ⁿ grows without bound.

The second message concerns the hypothesis of `iterate_closed_form`. That theorem asks for `x ≠ -1`, but was given `hx : 0 < x`. The second statement implies the first, but it is a different proposition, and Lean does not convert it unasked. The new line derives `hx'` from `-1 < x`.

The same call needed one more change. `iterate_closed_form` proves two things joined by "and": that the iterate is not -1, and the formula for the ratio. `div_eq_iff` needs the formula alone, which `.2` selects.

The third message shows the goal still open, with no `h` in the context. It follows from the failure to construct `h` and needs no repair of its own.

Fix (accepted with no message):

```diff
@@ -56,5 +56,5 @@
   have hc : Tendsto (fun n : ℕ => ((1 - x) / (1 + x)) ^ (3 ^ n)) atTop (𝓝 0) :=
     (tendsto_pow_atTop_nhds_zero_of_abs_lt_one hr).comp
-      (Nat.tendsto_pow_atTop_atTop_of_one_lt (by norm_num))
+      (tendsto_pow_atTop_atTop_of_one_lt (r := (3 : ℕ)) (by norm_num))
   have hl := (hc.const_sub 1).div (hc.const_add 1) (by norm_num)
   have e : ((1 : ℝ) - 0) / (1 + 0) = 1 := by norm_num
@@ -65,5 +65,6 @@
     have := iterate_pos hx n
     positivity
-  have h := (div_eq_iff hy).1 (iterate_closed_form hx n)
+  have hx' : x ≠ -1 := (by linarith : -1 < x).ne'
+  have h := (div_eq_iff hy).1 (iterate_closed_form hx' n).2
   change (1 - ((1 - x) / (1 + x)) ^ (3 ^ n)) / (1 + ((1 - x) / (1 + x)) ^ (3 ^ n)) = _
   generalize ((1 - x) / (1 + x)) ^ (3 ^ n) = c at h ⊢
```
